# For real b ≠ 0, asymmetric Trotter slicing of exp(b(σx + σz)) leaves a σy trace of order 1/n

Take a two-level system whose Hamiltonian is the sum of a σx term and a σz term, both with real, nonzero coefficients. Cut its imaginary-time propagator into n slices, each a σx factor times a σz factor, and measure σy. The answer should be zero. Instead the product returns an imaginary number that shrinks only as 1/n, although nothing in the Hamiltonian drives a current. The theorems below give the coefficient of this error for one particle on two levels in constant fields, and show that symmetric slices remove it.

```lean
import Mathlib

open Filter Topology Matrix

namespace TrotterCurrent

noncomputable section

/-- The Pauli matrix `σx`. -/
def σx : Matrix (Fin 2) (Fin 2) ℂ := !![0, 1; 1, 0]
```

The type `Matrix (Fin 2) (Fin 2) ℂ` is that of complex 2×2 matrices, with rows and columns numbered 0 and 1. On two sites, σx is hopping.

```lean
/-- The Pauli matrix `σy`, the imaginary, current-like observable. -/
def σy : Matrix (Fin 2) (Fin 2) ℂ := !![0, -Complex.I; Complex.I, 0]
```

This is the bond current, up to a constant factor. It is Hermitian, with purely imaginary entries.

```lean
/-- The Pauli matrix `σz`. -/
def σz : Matrix (Fin 2) (Fin 2) ℂ := !![1, 0; 0, -1]
```

On two sites, σz is the difference in occupation, and its coefficient in the Hamiltonian sets the difference in site energy.

```lean
/-- One asymmetric Trotter slice, `exp(a σx) exp(b σz)`. -/
def slice (a b : ℂ) : Matrix (Fin 2) (Fin 2) ℂ :=
  NormedSpace.exp (a • σx) * NormedSpace.exp (b • σz)
```

One slice is S(a, b) = exp(a σx) exp(b σz), with true matrix exponentials. Here a and b are the fields of a single slice; where a and b are total fields instead, as in the limits for large n, the slice is S(a/n, b/n).

```lean
/-- The function `sinh x / x`, with the value `1` at `x = 0`. -/
def sinhc (x : ℝ) : ℝ := if x = 0 then 1 else Real.sinh x / x
```

This is sinh(x)/x, continued by its limit 1 at x = 0.

```lean
/-- A matrix `A` with `A² = 1` has the exponential `exp(z A) = cosh z + sinh z A`. -/
theorem exp_of_sq_eq_one (z : ℂ) {A : Matrix (Fin 2) (Fin 2) ℂ} (hA : A * A = 1) :
    NormedSpace.exp (z • A) = Complex.cosh z • 1 + Complex.sinh z • A := by
  have hE (k : ℕ) : A ^ (2 * k) = 1 := by rw [pow_mul, pow_two, hA, one_pow]
  -- even powers sum to cosh, odd powers to sinh
  have h : HasSum (fun n : ℕ => ((n.factorial : ℂ)⁻¹) • (z • A) ^ n)
      (Complex.cosh z • (1 : Matrix (Fin 2) (Fin 2) ℂ) + Complex.sinh z • A) := by
    apply HasSum.even_add_odd
    · convert (Complex.hasSum_cosh z).smul_const (1 : Matrix (Fin 2) (Fin 2) ℂ) using 2 with k
      rw [smul_pow, hE, smul_smul, div_eq_inv_mul]
    · convert (Complex.hasSum_sinh z).smul_const A using 2 with k
      rw [smul_pow, pow_succ A, hE, one_mul, smul_smul, div_eq_inv_mul]
  rw [NormedSpace.exp_eq_tsum ℂ]
  exact h.tsum_eq
```

If A² = 1, the even powers of zA are multiples of 1 and the odd powers are multiples of A. The exponential series therefore splits:

exp(zA) = cosh(z) 1 + sinh(z) A

`HasSum.even_add_odd` joins the two half-series, and each `convert` matches one of them to the series of cosh or sinh.

```lean
/-- The Pauli matrices `σx` and `σz` both square to one. -/
theorem exp_of_sq_eq_one_witness : σx * σx = 1 ∧ σz * σz = 1 := by
  constructor <;> ext i j <;> fin_cases i <;> fin_cases j <;>
    simp [σx, σz, Matrix.mul_apply, Fin.sum_univ_two]
```

Both Pauli matrices in the slice satisfy that condition, as checked entry by entry.

```lean
/-- The trace of `σy E` measures the antisymmetric part of `E`. -/
theorem trace_σy_mul (E : Matrix (Fin 2) (Fin 2) ℂ) :
    trace (σy * E) = Complex.I * (E 0 1 - E 1 0) := by
  simp only [σy, Matrix.trace_fin_two, Matrix.mul_apply, Fin.sum_univ_two]
  simp
  ring
```

Multiplying out the diagonal gives

tr(σy E) = i (E₀₁ − E₁₀)

so σy sees only the antisymmetric part of E.

```lean
/-- The asymmetric slice written out as a two-by-two matrix. -/
theorem slice_eq (a b : ℂ) : slice a b =
    !![Complex.cosh a * (Complex.cosh b + Complex.sinh b),
       Complex.sinh a * (Complex.cosh b - Complex.sinh b);
       Complex.sinh a * (Complex.cosh b + Complex.sinh b),
       Complex.cosh a * (Complex.cosh b - Complex.sinh b)] := by
  rw [slice, exp_of_sq_eq_one a exp_of_sq_eq_one_witness.1,
    exp_of_sq_eq_one b exp_of_sq_eq_one_witness.2]
  ext i j
  fin_cases i <;> fin_cases j <;>
    simp [σx, σz, Matrix.mul_apply, Fin.sum_univ_two, sub_eq_add_neg]
```

Since cosh b ± sinh b = exp(±b), the slice has rows

(cosh a · exp(b), sinh a · exp(−b))
(sinh a · exp(b), cosh a · exp(−b))

It is not symmetric unless sinh a sinh b = 0, and this is the source of the error.

```lean
/-- Exact trace of `σy` with `n` asymmetric slices, where `cosh θ = cosh a cosh b`:
`sinh θ tr(σy Sⁿ) = -2i sinh a sinh b sinh(nθ)`. -/
theorem trace_slice_pow (a b θ : ℂ) (n : ℕ)
    (hθ : Complex.cosh θ = Complex.cosh a * Complex.cosh b) :
    Complex.sinh θ * trace (σy * slice a b ^ n) =
      -2 * Complex.I * Complex.sinh a * Complex.sinh b * Complex.sinh (n * θ) := by
  have ha := Complex.cosh_sq_sub_sinh_sq a
  have hb := Complex.cosh_sq_sub_sinh_sq b
  -- Cayley-Hamilton for a slice of determinant one
  have hCH : slice a b * slice a b = (2 * Complex.cosh θ) • slice a b - 1 := by
    rw [hθ, slice_eq]
    ext i j
    fin_cases i <;> fin_cases j <;> simp [Matrix.mul_apply, Fin.sum_univ_two,
      -Complex.cosh_add_sinh, -Complex.cosh_sub_sinh]
    · linear_combination (-(Complex.cosh b ^ 2 - Complex.sinh b ^ 2)) * ha - hb
    · ring
    · ring
    · linear_combination (-(Complex.cosh b ^ 2 - Complex.sinh b ^ 2)) * ha - hb
  have hpow : Complex.sinh θ • slice a b ^ n =
      Complex.sinh (n * θ) • slice a b - Complex.sinh ((n - 1) * θ) • 1 := by
    induction n with
    | zero => simp
    | succ n ih =>
      have e1 : Complex.sinh (((n + 1 : ℕ) : ℂ) * θ) =
          2 * Complex.cosh θ * Complex.sinh (n * θ) - Complex.sinh ((n - 1) * θ) := by
        rw [Nat.cast_succ, add_mul, sub_mul, one_mul, Complex.sinh_add, Complex.sinh_sub]
        ring
      have e2 : ((n + 1 : ℕ) : ℂ) - 1 = n := by push_cast; ring
      rw [pow_succ, ← smul_mul_assoc, ih, sub_mul, smul_mul_assoc, smul_mul_assoc,
        one_mul, hCH, e1, e2]
      module
  have h1 : trace (σy * slice a b) = -2 * Complex.I * Complex.sinh a * Complex.sinh b := by
    rw [trace_σy_mul, slice_eq]
    change Complex.I * (Complex.sinh a * (Complex.cosh b - Complex.sinh b) -
      Complex.sinh a * (Complex.cosh b + Complex.sinh b)) = _
    ring
  have h2 : trace (σy * 1) = 0 := by simp [σy, Matrix.trace_fin_two]
  rw [← smul_eq_mul, ← Matrix.trace_smul, ← mul_smul_comm, hpow, mul_sub, mul_smul_comm,
    mul_smul_comm, Matrix.trace_sub, Matrix.trace_smul, Matrix.trace_smul, h1, h2,
    smul_zero, sub_zero, smul_eq_mul]
  ring
```

The slice has determinant cosh² a − sinh² a = 1 and trace 2 cosh a cosh b. Choose θ with cosh θ = cosh a cosh b, which is the hypothesis `hθ`. Cayley-Hamilton (`hCH`) then reads

S² = 2 cosh θ · S − 1

Induction on n (`hpow`) gives

sinh θ · Sⁿ = sinh(nθ) S − sinh((n−1)θ) 1

At n = 0 both sides are sinh θ · 1. For the step, multiply by S, replace S², and use

sinh((n+1)θ) = 2 cosh θ sinh(nθ) − sinh((n−1)θ)

Now take the trace with σy. The unit matrix contributes nothing, and a single slice gives i sinh a (exp(−b) − exp(b)) = −2i sinh a sinh b. Hence, for every n,

sinh θ · tr(σy Sⁿ) = −2i sinh a sinh b sinh(nθ)

```lean
/-- If `n uₙ` tends to `L` and `f` vanishes at zero with slope `d` there, then `n f(uₙ)`
tends to `L d`. -/
theorem tendsto_nat_mul_comp {f : ℝ → ℝ} {d L : ℝ} {u : ℕ → ℝ} (hf : HasDerivAt f d 0)
    (h0 : f 0 = 0) (hu : Tendsto (fun n : ℕ => (n : ℝ) * u n) atTop (𝓝 L)) :
    Tendsto (fun n : ℕ => (n : ℝ) * f (u n)) atTop (𝓝 (L * d)) := by
  have hu0 : Tendsto u atTop (𝓝 0) := by
    have h := hu.mul (tendsto_const_div_atTop_nhds_zero_nat (1 : ℝ))
    rw [mul_zero] at h
    refine h.congr' ?_
    filter_upwards [eventually_ge_atTop 1] with n hn
    have hn' : (n : ℝ) ≠ 0 := Nat.cast_ne_zero.mpr (by omega)
    field_simp
  have hs : Tendsto (fun n => dslope f 0 (u n)) atTop (𝓝 d) := by
    have hc := (continuousAt_dslope_same.mpr hf.differentiableAt).tendsto.comp hu0
    rw [dslope_same, hf.deriv] at hc
    exact hc
  refine (hu.mul hs).congr fun n => ?_
  have h := sub_smul_dslope f 0 (u n)
  rw [sub_zero, smul_eq_mul, h0, sub_zero] at h
  linear_combination (n : ℝ) * h
```

`Tendsto … atTop (𝓝 L)` means convergence to L as n grows. If n uₙ → L, then uₙ → 0. Since f(0) = 0, we can write f(uₙ) = uₙ qₙ, where qₙ is the difference quotient and tends to the slope d. So n f(uₙ) → L d. Lean's `dslope` is this quotient, with the derivative filled in at zero.

```lean
/-- For real fields `a`, `b` and `r² = a² + b²`, `n` times the trace of `σy` with the `n`-slice
asymmetric product tends to `-2i a b sinh(r)/r`, where `sinh(r)/r` means `1` at `r = 0`. -/
theorem tendsto_trotter_current (a b r : ℝ) (hr : r ^ 2 = a ^ 2 + b ^ 2) :
    Tendsto (fun n : ℕ => (n : ℂ) * trace (σy * slice (a / n) (b / n) ^ n)) atTop
      (𝓝 (-2 * Complex.I * ((a * b * sinhc r : ℝ) : ℂ))) := by
  by_cases h0 : r = 0
  · have ha : a = 0 := by subst h0; nlinarith [sq_nonneg a, sq_nonneg b]
    have hb : b = 0 := by subst h0; nlinarith [sq_nonneg a, sq_nonneg b]
    simp [ha, hb, slice, σy, Matrix.trace_fin_two]
  have hsinh (c : ℝ) : Tendsto (fun n : ℕ => (n : ℝ) * Real.sinh (c / n)) atTop (𝓝 c) := by
    have hlin : Tendsto (fun n : ℕ => (n : ℝ) * (c / n)) atTop (𝓝 c) := by
      refine tendsto_const_nhds.congr' ?_
      filter_upwards [eventually_ge_atTop 1] with n hn
      have hn' : (n : ℝ) ≠ 0 := Nat.cast_ne_zero.mpr (by omega)
      field_simp
    have h := tendsto_nat_mul_comp (Real.hasDerivAt_sinh 0) Real.sinh_zero hlin
    rwa [Real.cosh_zero, mul_one] at h
  have hz : Tendsto (fun n : ℕ => Real.sinh (b / n)) atTop (𝓝 0) := by
    have h := (Real.continuous_sinh.tendsto 0).comp (tendsto_const_div_atTop_nhds_zero_nat b)
    rw [Real.sinh_zero] at h
    exact h
  -- w n is sinh θ for the angle θ of one slice
  obtain ⟨w, hw⟩ : ∃ w : ℕ → ℝ, ∀ n, w n = √(Real.sinh (a / n) ^ 2 + Real.sinh (b / n) ^ 2 +
      Real.sinh (a / n) ^ 2 * Real.sinh (b / n) ^ 2) := ⟨_, fun _ => rfl⟩
  have hcosh (n : ℕ) : Real.cosh (Real.arsinh (w n)) =
      Real.cosh (a / n) * Real.cosh (b / n) := by
    rw [Real.cosh_arsinh, hw, Real.sq_sqrt (by positivity),
      ← Real.sqrt_sq (mul_pos (Real.cosh_pos (a / n)) (Real.cosh_pos (b / n))).le,
      mul_pow, Real.cosh_sq, Real.cosh_sq]
    congr 1
    ring
  have hW : Tendsto (fun n : ℕ => (n : ℝ) * w n) atTop (𝓝 |r|) := by
    have h := ((((hsinh a).pow 2).add ((hsinh b).pow 2)).add
      (((hsinh a).pow 2).mul (hz.pow 2))).sqrt
    rw [show a ^ 2 + b ^ 2 + a ^ 2 * 0 ^ 2 = r ^ 2 by rw [hr]; ring,
      Real.sqrt_sq_eq_abs] at h
    refine h.congr fun n => ?_
    rw [hw, ← Real.sqrt_sq (Nat.cast_nonneg (α := ℝ) n), ← Real.sqrt_mul (sq_nonneg _),
      Real.sqrt_sq (Nat.cast_nonneg (α := ℝ) n)]
    congr 1
    ring
  have hθ : Tendsto (fun n : ℕ => (n : ℝ) * Real.arsinh (w n)) atTop (𝓝 |r|) := by
    have h := tendsto_nat_mul_comp (Real.hasDerivAt_arsinh 0) Real.arsinh_zero hW
    simpa using h
  have hS := (Real.continuous_sinh.tendsto |r|).comp hθ
  have hlim := (((hsinh a).mul (hsinh b)).mul hS).div hW (abs_ne_zero.mpr h0)
  have hval : a * b * Real.sinh |r| / |r| = a * b * sinhc r := by
    rw [sinhc, if_neg h0, mul_div_assoc]
    rcases abs_choice r with h | h <;> rw [h]
    rw [Real.sinh_neg, neg_div_neg_eq]
  rw [hval] at hlim
  have key (N W A B S T : ℂ) (hN : N ≠ 0) (hW : W ≠ 0)
      (h : W * T = -2 * Complex.I * A * B * S) :
      -2 * Complex.I * (N * A * (N * B) * S / (N * W)) = N * T := by
    have hT : T = -2 * Complex.I * A * B * S / W := by
      rw [eq_div_iff hW, mul_comm]
      exact h
    rw [hT]
    field_simp
  refine (((Complex.continuous_ofReal.tendsto _).comp hlim).const_mul
    (-2 * Complex.I)).congr' ?_
  -- the exact finite-n trace identifies the two sequences
  filter_upwards [hW.eventually_ne (abs_ne_zero.mpr h0)] with n hn
  have h := trace_slice_pow (a / n) (b / n) (Real.arsinh (w n) : ℝ) n
    (by exact_mod_cast hcosh n)
  rw [← Complex.ofReal_sinh, Real.sinh_arsinh] at h
  have hN : (n : ℂ) ≠ 0 := by exact_mod_cast left_ne_zero_of_mul hn
  have hw0 : (w n : ℂ) ≠ 0 := by exact_mod_cast right_ne_zero_of_mul hn
  simp only [Function.comp_apply, Pi.div_apply]
  push_cast
  exact key _ _ _ _ _ _ hN hw0 h
```

Let a and b be the total real fields, and let r satisfy r² = a² + b²; either sign of r will do. The theorem says

n · tr(σy S(a/n, b/n)ⁿ) → −2i a b sinh(r)/r

If r = 0, both fields vanish and so does every trace. Otherwise let θₙ ≥ 0 be the angle of one slice. From cosh² θₙ − 1,

sinh² θₙ = sinh²(a/n) + sinh²(b/n) + sinh²(a/n) sinh²(b/n)

The code calls the root of this `w n` and recovers θₙ as `Real.arsinh (w n)`. Because n sinh(a/n) → a and n sinh(b/n) → b, we get n sinh θₙ → |r|, and then nθₙ → |r|. These are `hsinh`, `hW` and `hθ`. The finite-n identity gives, once sinh θₙ ≠ 0,

n tr(σy Sⁿ) = −2i · [n sinh(a/n)] [n sinh(b/n)] sinh(nθₙ) / [n sinh θₙ]

and the right-hand side tends to −2i a b sinh|r|/|r|. The sign of r drops out because sinh is odd.

Some link between r and the fields is needed. With a = b = 1 and r = 0, the formula would predict −2i, whereas the limit is −2i sinh(√2)/√2, about −2.74i.

```lean
/-- The exact propagator `exp(a σx + b σz)` has zero trace with `σy`. -/
theorem exact_current_zero (a b : ℂ) :
    trace (σy * NormedSpace.exp (a • σx + b • σz)) = 0 := by
  have h : (NormedSpace.exp (a • σx + b • σz))ᵀ = NormedSpace.exp (a • σx + b • σz) := by
    rw [← Matrix.exp_transpose]
    congr 1
    ext i j
    fin_cases i <;> fin_cases j <;> simp [σx, σz]
  have h' := congrFun (congrFun h 1) 0
  rw [Matrix.transpose_apply] at h'
  rw [trace_σy_mul, h', sub_self, mul_zero]
```

The matrix aσx + bσz equals its own transpose, and so does its exponential. The entries E₀₁ and E₁₀ agree, and the trace with σy is zero. This holds for complex fields too.

```lean
/-- Symmetric slicing gives zero trace with `σy` for every number of slices. -/
theorem symmetric_current_zero (a b : ℂ) (n : ℕ) :
    trace (σy * (NormedSpace.exp ((a / 2) • σx) * NormedSpace.exp (b • σz) *
      NormedSpace.exp ((a / 2) • σx)) ^ n) = 0 := by
  have hx : σxᵀ = σx := by ext i j; fin_cases i <;> fin_cases j <;> rfl
  have hz : σzᵀ = σz := by ext i j; fin_cases i <;> fin_cases j <;> rfl
  -- a palindromic product of symmetric matrices is symmetric
  have h : ((NormedSpace.exp ((a / 2) • σx) * NormedSpace.exp (b • σz) *
      NormedSpace.exp ((a / 2) • σx)) ^ n)ᵀ = (NormedSpace.exp ((a / 2) • σx) *
      NormedSpace.exp (b • σz) * NormedSpace.exp ((a / 2) • σx)) ^ n := by
    rw [Matrix.transpose_pow, Matrix.transpose_mul, Matrix.transpose_mul,
      ← Matrix.exp_transpose, ← Matrix.exp_transpose, Matrix.transpose_smul,
      Matrix.transpose_smul, hx, hz, mul_assoc]
  have h' := congrFun (congrFun h 1) 0
  rw [Matrix.transpose_apply] at h'
  rw [trace_σy_mul, h', sub_self, mul_zero]
```

The slice exp(aσx/2) exp(bσz) exp(aσx/2) reads the same in both directions. Transposition reverses the order of its symmetric factors and returns the same matrix, and the same is true of its powers. The trace with σy therefore vanishes for every n, not only in the limit.

```lean
/-- For equal real fields `b`, the exact trace with `σy` is zero, while `n` times its
asymmetric `n`-slice value tends to `-i √2 b sinh(√2 b)`. -/
theorem spurious_first_order_current (b : ℝ) :
    trace (σy * NormedSpace.exp ((b : ℂ) • (σx + σz))) = 0 ∧
    Tendsto (fun n : ℕ => (n : ℂ) * trace (σy * slice (b / n) (b / n) ^ n)) atTop
      (𝓝 (-Complex.I * ((√2 * b * Real.sinh (√2 * b) : ℝ) : ℂ))) := by
  have h2 : √2 ^ 2 = (2 : ℝ) := Real.sq_sqrt (by norm_num)
  refine ⟨by rw [smul_add]; exact exact_current_zero b b, ?_⟩
  have h := tendsto_trotter_current b b (√2 * b) (by rw [mul_pow, h2]; ring)
  have hs : √2 * b * sinhc (√2 * b) = Real.sinh (√2 * b) := by
    by_cases hb : √2 * b = 0
    · rw [hb, Real.sinh_zero, zero_mul]
    · rw [sinhc, if_neg hb, mul_div_cancel₀ _ hb]
  have hv : √2 * b * Real.sinh (√2 * b) = 2 * (b * b * sinhc (√2 * b)) := by
    rw [← hs]
    linear_combination b ^ 2 * sinhc (√2 * b) * h2
  convert h using 2
  rw [hv, Complex.ofReal_mul, Complex.ofReal_ofNat]
  ring

end

end TrotterCurrent
```

For a = b, take r = √2 b. The two parts of the statement, joined by `∧`, are

tr(σy exp(b(σx + σz))) = 0
n · tr(σy S(b/n, b/n)ⁿ) → −i √2 b sinh(√2 b)

The second follows from the general limit because 2b² sinh(r)/r = r sinh(r) when r² = 2b². The exact trace is zero, so the whole sliced trace is error. For b ≠ 0 its coefficient is nonzero and the error is truly first order in 1/n.

```lean
#print axioms TrotterCurrent.symmetric_current_zero
#print axioms TrotterCurrent.spurious_first_order_current
```

```
'TrotterCurrent.symmetric_current_zero' depends on axioms: [propext, Classical.choice, Quot.sound]
'TrotterCurrent.spurious_first_order_current' depends on axioms: [propext, Classical.choice, Quot.sound]
```

In a calculation with H = −t σx − δ σz at inverse temperature β, the fields are a = βt and b = βδ, and the time step is Δτ = β/n. A code that stores the slice as exp(Δτ t σx) exp(Δτ δ σz) and measures the current at the slice boundary meets this error. For βt = βδ = 1 and 100 slices, the trace is about −0.027i. For one particle in the canonical ensemble, the expectation value also needs division by the trace of the sliced propagator, which tends to 2 cosh r. For equal total fields a = b, doing this by hand gives

n⟨σy⟩ → −i (b/√2) tanh(√2 b)

so ⟨σy⟩ is about −0.0063i for b = 1 and 100 slices. Multiplying the stored product by exp(−Δτ t σx/2) on the left and exp(Δτ t σx/2) on the right turns it into the symmetric one, whose current is zero.

The fields here are the same in every slice. In auxiliary-field Monte Carlo some of them fluctuate from slice to slice, so a single field configuration need not give a symmetric product even with symmetric slices. Interactions, larger lattices and the average over fields lie beyond this two-level model.
